# A lower bound on the residual of a real amplitude on a finite one-way hopping chain

A single particle without interactions has real amplitudes u_j on the sites j < n of a finite chain, with u_n = 0, and the residual μ u_j + a u_{j+1} is what a hopping matrix with μ on the diagonal and a just above it makes of them. The theorem `amplitude_bound` says that if |μ| < a, then the Euclidean lengths U of the amplitude and W of the residual satisfy (a − |μ|) |μ|^n U ≤ (a^n − |μ|^n) W. The amplitude need not be normalised; for U = 1 and n ≥ 1 the residual has length at least (a − |μ|) |μ|^n / (a^n − |μ|^n). The proof goes by induction on n, applying the hypothesis to the amplitude shifted by one site and using the triangle inequality to get back to the unshifted one.

This version doesn't compile in Lean 4 with Mathlib:

```lean
import Mathlib

open Matrix

namespace AmplitudeBound

/-- The Euclidean length of a real amplitude on the chain. -/
noncomputable def len {n : ℕ} (v : Fin n → ℝ) : ℝ :=
  ‖(WithLp.toLp 2 v : EuclideanSpace ℝ (Fin n))‖

lemma len_nonneg {n : ℕ} (v : Fin n → ℝ) : 0 ≤ len v := norm_nonneg _

lemma len_sq {n : ℕ} (v : Fin n → ℝ) : len v ^ 2 = v ⬝ᵥ v := by
  rw [len, EuclideanSpace.norm_sq_eq]
  simp [dotProduct, sq]

lemma len_smul {n : ℕ} (c : ℝ) (v : Fin n → ℝ) : len (c • v) = |c| * len v := by
  simp [len, norm_smul]

lemma len_sub_le {n : ℕ} (v w : Fin n → ℝ) : len (v - w) ≤ len v + len w := by
  simp only [len, WithLp.toLp_sub]
  exact norm_sub_le _ _

/-- For `|μ| < a` and `u_n = 0`, the length `U` of `u` and the length `W` of the residual
`μ u_j + a u_{j+1}`, both taken over the sites `j < n`, satisfy
`(a - |μ|) |μ|^n U ≤ (a^n - |μ|^n) W`. -/
theorem amplitude_bound {a μ : ℝ} (ha : |μ| < a) (n : ℕ) : ∀ u : ℕ → ℝ, u n = 0 →
    (a - |μ|) * |μ| ^ n * len (fun i : Fin n => u i) ≤
      (a ^ n - |μ| ^ n) * len (fun i : Fin n => μ * u i + a * u (i + 1)) := by
  induction n with
  | zero => intro u _; simp [len, EuclideanSpace.norm_eq]
  | succ n ih =>
    intro u hu
    have ha0 : 0 < a := (abs_nonneg μ).trans_lt ha
    have h1 : (a - |μ|) * |μ| ^ n * len (fun i : Fin n => u (i + 1)) ≤
        (a ^ n - |μ| ^ n) * len (fun i : Fin n => μ * u (i + 1) + a * u (i + 1 + 1)) :=
      ih (fun j => u (j + 1)) hu
    have hV : len (fun i : Fin (n + 1) => u (i + 1)) = len (fun i : Fin n => u (i + 1)) := by
      simp [len, EuclideanSpace.norm_eq, Fin.sum_univ_castSucc, hu]
    have hW : len (fun i : Fin n => μ * u (i + 1) + a * u (i + 1 + 1)) ≤
        len (fun i : Fin (n + 1) => μ * u i + a * u (i + 1)) := by
      refine (le_abs_self _).trans (abs_le_of_sq_le_sq ?_ (len_nonneg _))
      rw [len_sq, len_sq]
      simp only [dotProduct, Fin.sum_univ_succ, Fin.val_succ]
      exact le_add_of_nonneg_left (mul_self_nonneg _)
    -- triangle inequality for one step along the chain
    have hT : |μ| * len (fun i : Fin (n + 1) => u i) ≤
        len (fun i : Fin (n + 1) => μ * u i + a * u (i + 1))
          + a * len (fun i : Fin (n + 1) => u (i + 1)) := by
      have e : (fun i : Fin (n + 1) => μ * u i + a * u (i + 1))
          - a • (fun i : Fin (n + 1) => u (i + 1)) = μ • fun i : Fin (n + 1) => u i := by
        ext i; simp
      rw [← len_smul, ← e, ← abs_of_pos ha0, ← len_smul, abs_of_pos ha0]
      exact norm_sub_le _ _
    rw [hV] at hT
    have h2 := h1.trans (mul_le_mul_of_nonneg_left hW
      (sub_nonneg.2 (pow_le_pow_left₀ (abs_nonneg μ) ha.le n)))
    have h3 := mul_le_mul_of_nonneg_left hT
      (mul_nonneg (sub_pos.2 ha).le (pow_nonneg (abs_nonneg μ) n))
    have h4 := mul_le_mul_of_nonneg_left h2 ha0.le
    linear_combination h3 + h4

end AmplitudeBound
```

Lean reports:

```
Main.lean:54:12: error: typeclass instance problem is stuck
  SeminormedAddGroup ?m.477

Note: Lean will not try to resolve this typeclass instance problem because the type argument to `SeminormedAddGroup` is a metavariable. This argument must be fully determined before Lean will try to resolve the typeclass.

Hint: Adding type annotations and supplying implicit arguments to functions can give Lean more information for typeclass resolution. For example, if you have a variable `x` that you intend to be a `Nat`, but Lean reports it as having an unresolved type like `?m`, replacing `x` with `(x : Nat)` can get typeclass resolution un-stuck.
```

Cause. The error is at `norm_sub_le _ _`, the last step of the triangle inequality `hT`. This lemma is about norms in any type with a `SeminormedAddGroup` instance, and Lean has to learn from the goal which type is meant. After the rewrites the goal is stated with `len`, but that alone is no obstacle: Lean can unfold `len` while matching, and `len_nonneg` is proved by a bare `norm_nonneg _` in just this way. The trouble is the subtraction. The left side of `norm_sub_le` is the norm of a difference `?a - ?b` of two vectors, while `len (v - w)` unfolds to the norm of `WithLp.toLp 2 (v - w)`, where the functions are subtracted first and the result is then passed through `toLp`. Lean does not find the two vectors by unification, so the match fails and the type is not fixed by it. The underscores don't supply it either, and what gets reported is the instance search stuck on the unknown type `?m.477`.

The repair uses `len_sub_le`, proved earlier in the file, which is the same triangle inequality stated for `len`. Its left side is `len (v - w)`, with the subtraction between functions as in the goal, so it fits as it stands and leaves no normed type to be found. Its own proof does use `norm_sub_le`, but only after `simp only [len, WithLp.toLp_sub]` has unfolded `len` and moved `toLp` inside the subtraction, which makes the left side the norm of a difference of two vectors.

As a diff, the version that Lean accepts:

```diff
@@ -52,5 +52,5 @@
         ext i; simp
       rw [← len_smul, ← e, ← abs_of_pos ha0, ← len_smul, abs_of_pos ha0]
-      exact norm_sub_le _ _
+      exact len_sub_le _ _
     rw [hV] at hT
     have h2 := h1.trans (mul_le_mul_of_nonneg_left hW
```
